# Elastic relaxation of a stable cubic film with a (111), (110) or (001) normal

The band edges of a coherently strained cubic film depend on its strain tensor. Here the substrate imposes the same strain e in every in-plane direction, and the remaining components follow from letting the film relax with no load on its surface, whose normal is n. For a homogeneous film in linear elasticity, this relaxation is a minimization of the elastic energy over one vector a in the strain

    ε = e I + (a nᵀ + n aᵀ)/2.

Let C11, C12 and C44 be the cubic elastic constants, with C11 > C12, K = C11 + 2 C12 > 0 (three times the bulk modulus) and C44 > 0. For a unit normal, the unique minimizer is

    a = −3 K e n / (K + 4 C44)           for n along (1,1,1),
    a = −2 K e n / (C11 + C12 + 2 C44)   for n along (1,1,0),
    a = −K e n / C11                     for n along (0,0,1).

## Strain, energy and stress

```lean
import Mathlib

open Matrix

namespace CubicFilmRelaxation

noncomputable section
```

This loads the mathematical library Mathlib and its matrix notation. A vector has the type `Fin 3 → ℝ`, with components numbered 0, 1, 2 along the cubic axes. The scalar product is written `⬝ᵥ`, and a matrix acts on a vector through `*ᵥ`.

```lean
/-- The strain `e I + (a nᵀ + n aᵀ)/2`: an isotropic strain `e` plus a symmetrized
dyad of the normal `n` and a vector `a`. -/
def strain (e : ℝ) (n a : Fin 3 → ℝ) : Matrix (Fin 3) (Fin 3) ℝ :=
  e • (1 : Matrix (Fin 3) (Fin 3) ℝ) + (1 / 2 : ℝ) • (vecMulVec a n + vecMulVec n a)
```

`vecMulVec a n` is the dyad a nᵀ, so the components are

    ε_ij = e δ_ij + (a_i n_j + n_i a_j)/2.

For a unit vector t perpendicular to n, t·εt = e whatever a is: the in-plane strain stays fixed. If n is a unit vector and a = αn, the total normal strain is e + α, not α.

```lean
/-- The elastic energy density of a cubic crystal in terms of tensor strain components. -/
def energy (C11 C12 C44 : ℝ) (ε : Matrix (Fin 3) (Fin 3) ℝ) : ℝ :=
  C11 / 2 * (ε 0 0 ^ 2 + ε 1 1 ^ 2 + ε 2 2 ^ 2)
    + C12 * (ε 0 0 * ε 1 1 + ε 1 1 * ε 2 2 + ε 0 0 * ε 2 2)
    + 2 * C44 * (ε 0 1 ^ 2 + ε 1 2 ^ 2 + ε 0 2 ^ 2)
```

This is the energy per volume, W(ε). It uses tensor shear components; with engineering shears γ_ij = 2 ε_ij the last term would carry C44/2 instead of 2 C44.

```lean
/-- Hooke's law for a cubic crystal: the stress belonging to a symmetric strain. -/
def stress (C11 C12 C44 : ℝ) (ε : Matrix (Fin 3) (Fin 3) ℝ) : Matrix (Fin 3) (Fin 3) ℝ :=
  (C11 - C12 - 2 * C44) • diagonal (fun i => ε i i)
    + (C12 * trace ε) • (1 : Matrix (Fin 3) (Fin 3) ℝ) + (2 * C44) • ε
```

Hooke's law reads, in components,

    σ_00 = C11 ε_00 + C12 (ε_11 + ε_22),   σ_01 = 2 C44 ε_01,

and likewise for the other axes. The code writes this as one matrix formula, in which `diagonal` keeps only the diagonal of ε.

```lean
/-- The vector `a` is the unique minimizer of the elastic energy at fixed `e` and `n`:
every other vector costs strictly more energy. -/
def IsRelaxed (C11 C12 C44 e : ℝ) (n a : Fin 3 → ℝ) : Prop :=
  ∀ b, b ≠ a → energy C11 C12 C44 (strain e n a) < energy C11 C12 C44 (strain e n b)
```

`IsRelaxed` is a statement about a: every b different from a has strictly higher energy. Global minimality and uniqueness are both contained in it.

## The traction as the slope of the energy

```lean
/-- The traction on the plane with normal `n`, written out in components. -/
theorem traction_apply (C11 C12 C44 e : ℝ) (n a : Fin 3 → ℝ) (i : Fin 3) :
    (stress C11 C12 C44 (strain e n a) *ᵥ n) i =
      (C11 + 2 * C12) * e * n i + (C11 - C12 - 2 * C44) * a i * n i ^ 2
        + (C12 + C44) * (a ⬝ᵥ n) * n i + C44 * (n ⬝ᵥ n) * a i := by
  fin_cases i <;>
    simp [stress, strain, mulVec, dotProduct, Fin.sum_univ_three, trace,
      vecMulVec_apply, one_apply, diagonal_apply] <;> ring
```

For a unit normal n, the traction σn is the force per area on the plane with that normal. Since ε_ii = e + a_i n_i and tr ε = 3e + a·n, Hooke's law gives

    (σn)_i = (C11 − C12 − 2 C44)(e + a_i n_i) n_i + C12 (3e + a·n) n_i
             + 2 C44 e n_i + C44 [a_i (n·n) + n_i (a·n)].

The terms in e add up to K e n_i, and the rest is the stated formula. The proof takes the three components in turn with `fin_cases`, unfolds the definitions and lets `ring` do the algebra.

```lean
/-- Changing `a` by `b` changes the energy by the work of the traction on `b` plus the
elastic energy of the added strain. -/
theorem energy_add (C11 C12 C44 e : ℝ) (n a b : Fin 3 → ℝ) :
    energy C11 C12 C44 (strain e n (a + b)) = energy C11 C12 C44 (strain e n a)
      + b ⬝ᵥ (stress C11 C12 C44 (strain e n a) *ᵥ n)
      + energy C11 C12 C44 (strain 0 n b) := by
  rw [dotProduct, Fin.sum_univ_three, traction_apply, traction_apply, traction_apply]
  simp [energy, strain, dotProduct, Fin.sum_univ_three, vecMulVec_apply, one_apply]
  ring
```

Replacing a by a + b adds the strain η = (b nᵀ + n bᵀ)/2, which is `strain 0 n b`. As W is quadratic,

    W(ε + η) = W(ε) + Σ_ij σ_ij η_ij + W(η).

The cross term comes from multiplying out W: its diagonal part is Σ_i σ_ii η_ii, and each shear pair contributes 4 C44 ε_ij η_ij = 2 σ_ij η_ij. Because σ is symmetric, the sum equals b·σn. Lean inserts the traction components and compares both sides as polynomials.

## Positive energy of the added strain

```lean
/-- A nonzero real vector has positive squared length. -/
theorem dot_self_pos {v : Fin 3 → ℝ} (hv : v ≠ 0) : 0 < v ⬝ᵥ v := by
  obtain ⟨i, hi⟩ := Function.ne_iff.mp hv
  exact Finset.sum_pos' (fun j _ => mul_self_nonneg (v j))
    ⟨i, Finset.mem_univ i, mul_self_pos.mpr hi⟩
```

A nonzero vector has a nonzero component, whose square makes the sum of squares positive.

```lean
/-- In a stable cubic crystal the strain `(b nᵀ + n bᵀ)/2` with nonzero `b` and `n`
has positive energy. -/
theorem energy_dyad_pos {C11 C12 C44 : ℝ} (h1 : C12 < C11) (h2 : 0 < C11 + 2 * C12)
    (h3 : 0 < C44) {n b : Fin 3 → ℝ} (hn : n ≠ 0) (hb : b ≠ 0) :
    0 < energy C11 C12 C44 (strain 0 n b) := by
  have key : ∀ {p q r T D S : ℝ}, 0 < p → 0 < q → 0 < r → 0 ≤ T → 0 ≤ D → 0 ≤ S →
      0 < T + D + S → 0 < p * T + q * D + r * S := by
    intro p q r T D S hp hq hr hT hD hS h
    have hpT := mul_nonneg hp.le hT
    have hqD := mul_nonneg hq.le hD
    have hrS := mul_nonneg hr.le hS
    rcases hT.eq_or_lt with t | t
    · rcases hD.eq_or_lt with d | d
      · have hS' : 0 < S := by linarith
        have := mul_pos hr hS'
        linarith
      · have := mul_pos hq d
        linarith
    · have := mul_pos hp t
      linarith
  -- split the energy into volume, tetragonal and shear parts
  have hE : energy C11 C12 C44 (strain 0 n b) =
      (C11 + 2 * C12) / 6 * (b 0 * n 0 + b 1 * n 1 + b 2 * n 2) ^ 2
      + (C11 - C12) / 6 * ((b 0 * n 0 - b 1 * n 1) ^ 2 + (b 1 * n 1 - b 2 * n 2) ^ 2
          + (b 0 * n 0 - b 2 * n 2) ^ 2)
      + C44 / 2 * ((b 0 * n 1 + n 0 * b 1) ^ 2 + (b 1 * n 2 + n 1 * b 2) ^ 2
          + (b 0 * n 2 + n 0 * b 2) ^ 2) := by
    simp [energy, strain, vecMulVec_apply]
    ring
  have hP := mul_pos (dot_self_pos hb) (dot_self_pos hn)
  simp only [dotProduct, Fin.sum_univ_three] at hP
  rw [hE]
  refine key (by linarith) (by linarith) (by linarith) (by positivity) (by positivity)
    (by positivity) ?_
  -- the three parts together dominate |b|² |n|²
  nlinarith [hP, sq_nonneg (b 0 * n 0 + b 1 * n 1 + b 2 * n 2),
    sq_nonneg (b 0 * n 0 - b 1 * n 1), sq_nonneg (b 1 * n 1 - b 2 * n 2),
    sq_nonneg (b 0 * n 0 - b 2 * n 2)]
```

The three inequalities express mechanical stability: the crystal resists tetragonal distortion (C11 > C12), volume change (K > 0) and shear (C44 > 0). Put x_i = b_i n_i and define

    T = (x_0 + x_1 + x_2)²,
    D = (x_0 − x_1)² + (x_1 − x_2)² + (x_0 − x_2)²,
    S = (b_0 n_1 + n_0 b_1)² + (b_1 n_2 + n_1 b_2)² + (b_0 n_2 + n_0 b_2)².

Expanding the squares shows that

    W(η) = (K/6) T + ((C11 − C12)/6) D + (C44/2) S.

All three coefficients are positive, so only T = D = S = 0 could make the energy vanish. Another expansion excludes that:

    T + D + S = |b|² |n|² + x_0² + x_1² + x_2² + T > 0.

In the code, `key` says that positive weights keep such a sum positive, `hE` is the split of the energy, and `nlinarith` finds the last inequality from the squares supplied to it.

## Relaxed means traction-free

```lean
/-- In a stable cubic crystal, `a` is the unique energy minimizer if and only if the plane
with normal `n` is free of traction. -/
theorem isRelaxed_iff_traction_free {C11 C12 C44 : ℝ} (h1 : C12 < C11)
    (h2 : 0 < C11 + 2 * C12) (h3 : 0 < C44) (e : ℝ) {n : Fin 3 → ℝ} (hn : n ≠ 0)
    (a : Fin 3 → ℝ) :
    IsRelaxed C11 C12 C44 e n a ↔ stress C11 C12 C44 (strain e n a) *ᵥ n = 0 := by
  constructor
  · intro hmin
    by_contra hf
    have hadd := energy_add C11 C12 C44 e n a
    generalize stress C11 C12 C44 (strain e n a) *ᵥ n = f at hf hadd
    have hE := energy_dyad_pos h1 h2 h3 hn hf
    have hff := dot_self_pos hf
    -- a step against the traction lowers the energy
    obtain ⟨t, ht⟩ : ∃ t : ℝ, t = -(f ⬝ᵥ f) / (2 * energy C11 C12 C44 (strain 0 n f)) :=
      ⟨_, rfl⟩
    have ht0 : t < 0 := by
      rw [ht]
      exact div_neg_of_neg_of_pos (by linarith) (by linarith)
    have ht2 : t * (2 * energy C11 C12 C44 (strain 0 n f)) = -(f ⬝ᵥ f) := by
      rw [ht]
      exact div_mul_cancel₀ _ (by linarith : (0 : ℝ) < 2 * _).ne'
    have hscale : energy C11 C12 C44 (strain 0 n (t • f)) =
        t ^ 2 * energy C11 C12 C44 (strain 0 n f) := by
      simp [energy, strain, vecMulVec_apply]
      ring
    have hlt := hmin (a + t • f) (fun h =>
      smul_ne_zero ht0.ne hf (add_left_cancel (h.trans (add_zero a).symm)))
    rw [hadd, hscale, smul_dotProduct, smul_eq_mul] at hlt
    have hq : t ^ 2 * energy C11 C12 C44 (strain 0 n f) = -(t * (f ⬝ᵥ f)) / 2 := by
      linear_combination t / 2 * ht2
    have := mul_neg_of_neg_of_pos ht0 hff
    linarith
  · intro hT b hb
    have h := energy_add C11 C12 C44 e n a (b - a)
    rw [add_sub_cancel, hT, dotProduct_zero] at h
    linarith [energy_dyad_pos h1 h2 h3 hn (sub_ne_zero.mpr hb)]
```

The symbol `↔` means "if and only if", and the two bullets prove the two directions. The normal may be any nonzero vector here.

For the first direction, suppose that a is the minimizer but f = σn is not zero. Let w be the energy of the strain (f nᵀ + n fᵀ)/2, which is positive by the previous theorem. A step t f changes the energy by

    t (f·f) + t² w.

With t = −(f·f)/(2w) the change is −(f·f)²/(4w) < 0, which contradicts minimality. The lines `ht0`, `ht2` and `hscale` record that t is negative, which equation it solves, and that the energy of the added strain scales as t².

For the second direction, let σn = 0 and b ≠ a. The expansion about a loses its linear term, so W at b exceeds W at a by the positive energy of the strain built from b − a.

## From three equations to one

```lean
/-- In a stable cubic crystal, for a unit normal with `n_i³ = q n_i`, the unique minimizer of the
elastic energy is `α n` as soon as `α` solves one scalar force balance. -/
theorem isRelaxed_of_symmetric {C11 C12 C44 e q α : ℝ} (h1 : C12 < C11)
    (h2 : 0 < C11 + 2 * C12) (h3 : 0 < C44) {n : Fin 3 → ℝ} (hn : n ⬝ᵥ n = 1)
    (hq : ∀ i, n i ^ 3 = q * n i)
    (hα : α * (q * (C11 - C12 - 2 * C44) + C12 + 2 * C44) = -((C11 + 2 * C12) * e)) :
    IsRelaxed C11 C12 C44 e n (α • n) := by
  have hn0 : n ≠ 0 := by
    rintro rfl
    simp at hn
  rw [isRelaxed_iff_traction_free h1 h2 h3 e hn0]
  ext i
  rw [traction_apply, smul_dotProduct, hn]
  simp only [Pi.smul_apply, smul_eq_mul, Pi.zero_apply]
  linear_combination (C11 - C12 - 2 * C44) * α * hq i + n i * hα
```

For a general normal, a need not be parallel to n, and no closed formula is given here. The hypothesis `hq` selects normals with n_i³ = q n_i for all i, which means that all nonzero components have the same magnitude. Inserting a = αn and n·n = 1 into the traction gives

    (σn)_i = n_i [K e + α (q (C11 − C12 − 2 C44) + C12 + 2 C44)].

The hypothesis `hα` says that the bracket is zero. The closing `linear_combination` adds the two hypotheses with the right factors, and the equivalence turns zero traction into minimality.

```lean
/-- In a stable cubic crystal, for a unit normal `n` along [111] the unique minimizer is `a = -3 K e
n / (K + 4 C44)` with `K = C11 + 2 C12`. -/
theorem isRelaxed_111 {C11 C12 C44 : ℝ} (h1 : C12 < C11) (h2 : 0 < C11 + 2 * C12)
    (h3 : 0 < C44) (e s : ℝ) {n : Fin 3 → ℝ} (hn : n ⬝ᵥ n = 1) (hd : n = ![s, s, s]) :
    IsRelaxed C11 C12 C44 e n
      ((-(3 * (C11 + 2 * C12) * e) / (C11 + 2 * C12 + 4 * C44)) • n) := by
  have hD : 0 < C11 + 2 * C12 + 4 * C44 := by linarith
  refine isRelaxed_of_symmetric (q := 1 / 3) h1 h2 h3 hn ?_ ?_
  · rw [dotProduct, Fin.sum_univ_three, hd] at hn
    change s * s + s * s + s * s = 1 at hn
    intro i
    rw [hd]
    fin_cases i <;> change s ^ 3 = 1 / 3 * s <;> linear_combination s / 3 * hn
  · rw [div_mul_eq_mul_div, div_eq_iff hD.ne']
    ring
```

`![s, s, s]` is the vector (s, s, s), and with the unit length `hn` this covers both signs of the normal. From 3s² = 1 follows s³ = s/3, so q = 1/3. The factor multiplying α is then

    (C11 − C12 − 2 C44)/3 + C12 + 2 C44 = (K + 4 C44)/3,

and solving for α gives −3 K e/(K + 4 C44). The denominator is positive by stability (`hD`).

```lean
/-- In a stable cubic crystal, for a unit normal `n` along [110] the unique minimizer is `a = -2 K e
n / (C11 + C12 + 2 C44)` with `K = C11 + 2 C12`. -/
theorem isRelaxed_110 {C11 C12 C44 : ℝ} (h1 : C12 < C11) (h2 : 0 < C11 + 2 * C12)
    (h3 : 0 < C44) (e s : ℝ) {n : Fin 3 → ℝ} (hn : n ⬝ᵥ n = 1) (hd : n = ![s, s, 0]) :
    IsRelaxed C11 C12 C44 e n
      ((-(2 * (C11 + 2 * C12) * e) / (C11 + C12 + 2 * C44)) • n) := by
  have hD : 0 < C11 + C12 + 2 * C44 := by linarith
  refine isRelaxed_of_symmetric (q := 1 / 2) h1 h2 h3 hn ?_ ?_
  · rw [dotProduct, Fin.sum_univ_three, hd] at hn
    change s * s + s * s + 0 * 0 = 1 at hn
    intro i
    rw [hd]
    fin_cases i
    · change s ^ 3 = 1 / 2 * s
      linear_combination s / 2 * hn
    · change s ^ 3 = 1 / 2 * s
      linear_combination s / 2 * hn
    · change (0 : ℝ) ^ 3 = 1 / 2 * 0
      norm_num
  · rw [div_mul_eq_mul_div, div_eq_iff hD.ne']
    ring
```

Now 2s² = 1, so s³ = s/2 and q = 1/2; the zero component satisfies the condition trivially. The factor is

    (C11 − C12 − 2 C44)/2 + C12 + 2 C44 = (C11 + C12 + 2 C44)/2,

hence α = −2 K e/(C11 + C12 + 2 C44). The denominator is positive because 3(C11 + C12) = 2K + (C11 − C12).

```lean
/-- In a stable cubic crystal, for a unit normal `n` along [001] the unique minimizer is `a = -(C11
+ 2 C12) e n / C11`. -/
theorem isRelaxed_001 {C11 C12 C44 : ℝ} (h1 : C12 < C11) (h2 : 0 < C11 + 2 * C12)
    (h3 : 0 < C44) (e s : ℝ) {n : Fin 3 → ℝ} (hn : n ⬝ᵥ n = 1) (hd : n = ![0, 0, s]) :
    IsRelaxed C11 C12 C44 e n ((-((C11 + 2 * C12) * e) / C11) • n) := by
  have hD : 0 < C11 := by linarith
  refine isRelaxed_of_symmetric (q := 1) h1 h2 h3 hn ?_ ?_
  · rw [dotProduct, Fin.sum_univ_three, hd] at hn
    change 0 * 0 + 0 * 0 + s * s = 1 at hn
    intro i
    rw [hd]
    fin_cases i
    · change (0 : ℝ) ^ 3 = 1 * 0
      norm_num
    · change (0 : ℝ) ^ 3 = 1 * 0
      norm_num
    · change s ^ 3 = 1 * s
      linear_combination s * hn
  · rw [div_mul_eq_mul_div, div_eq_iff hD.ne']
    ring
```

Here s² = 1 and q = 1. The shear constant drops out, the factor is C11, and α = −K e/C11. Stability gives C11 > 0, since 3 C11 = K + 2(C11 − C12).

## The energy left after relaxation

```lean
/-- A traction-free state has elastic energy `K e (3 e + a · n) / 2` with
`K = C11 + 2 C12`. -/
theorem energy_of_traction_free {C11 C12 C44 e : ℝ} {n a : Fin 3 → ℝ}
    (hT : stress C11 C12 C44 (strain e n a) *ᵥ n = 0) :
    energy C11 C12 C44 (strain e n a) =
      (C11 + 2 * C12) * e * (3 * e + a ⬝ᵥ n) / 2 := by
  -- the energy is half the work of the stress on the strain
  have h : energy C11 C12 C44 (strain e n a) =
      (C11 + 2 * C12) * e * (3 * e + a ⬝ᵥ n) / 2
        + (a ⬝ᵥ (stress C11 C12 C44 (strain e n a) *ᵥ n)) / 2 := by
    rw [dotProduct, dotProduct, Fin.sum_univ_three, Fin.sum_univ_three,
      traction_apply, traction_apply, traction_apply]
    simp [energy, strain, dotProduct, Fin.sum_univ_three, vecMulVec_apply, one_apply]
    ring
  rw [h, hT, dotProduct_zero]
  ring

end

end CubicFilmRelaxation
```

This theorem needs only zero traction, without the stability conditions. A quadratic energy is half the work of the stress on the strain:

    W = ½ Σ_ij σ_ij ε_ij = ½ [e tr σ + a·σn].

Taking the trace of Hooke's law gives tr σ = K tr ε = K (3e + a·n), so

    W = K e (3e + a·n)/2 + (a·σn)/2.

The identity `h` is this equation, and zero traction removes its last term. By the equivalence above, the formula applies to each of the three relaxed films.

```lean
#print axioms CubicFilmRelaxation.isRelaxed_of_symmetric
#print axioms CubicFilmRelaxation.isRelaxed_111
#print axioms CubicFilmRelaxation.isRelaxed_001
#print axioms CubicFilmRelaxation.energy_of_traction_free
```

```
'CubicFilmRelaxation.isRelaxed_of_symmetric' depends on axioms: [propext, Classical.choice, Quot.sound]
'CubicFilmRelaxation.isRelaxed_111' depends on axioms: [propext, Classical.choice, Quot.sound]
'CubicFilmRelaxation.isRelaxed_001' depends on axioms: [propext, Classical.choice, Quot.sound]
'CubicFilmRelaxation.energy_of_traction_free' depends on axioms: [propext, Classical.choice, Quot.sound]
```
